# No nonvanishing field-dependent factor makes the amplitudes of a field-shifted oscillator ground state at two points both polynomial in the field

For a single harmonic oscillator in a uniform field `F`, with Hamiltonian p²/2 + x²/2 + Fx in units where ħ, the mass and the frequency are 1, the ground state is proportional to the Gaussian exp(−x²/2 − Fx − F²/4), which the file calls `state F x`. This function is not normalised; the normalised one is π^(−1/4) exp(−(x + F)²/2). The theorem says that if a real factor `c F` vanishes for no `F`, then at two different points x and y the products `c F * state F x` and `c F * state F y` cannot both be real polynomials in `F`. The proof takes y < x and measures the field as F = t/(x − y), so that the first polynomial equals a constant times the second times exp(−t). It therefore tends to zero as t grows, which forces it to be the zero polynomial, yet its value at zero field is a product of nonzero numbers.

The failing Lean file:

```lean
import Mathlib

open MeasureTheory Filter Topology

namespace NoPolynomialNormalisation

noncomputable section

/-- The field-shifted Gaussian `exp(-x²/2 - F x - F²/4)`. -/
def state (F x : ℝ) : ℝ := Real.exp (-x ^ 2 / 2 - F * x - F ^ 2 / 4)

/-- No nonvanishing field-dependent normalisation `c F` makes the amplitudes at two different
points both polynomial in the field. -/
theorem no_polynomial_normalisation (c : ℝ → ℝ) (hc : ∀ F, c F ≠ 0) {x y : ℝ} (hxy : x ≠ y) :
    ¬ ∃ P Q : Polynomial ℝ, ∀ F, c F * state F x = P.eval F ∧ c F * state F y = Q.eval F := by
  have key : ∀ x y : ℝ, y < x → ∀ P Q : Polynomial ℝ, (∀ F, c F * state F x = P.eval F) →
      (∀ F, c F * state F y = Q.eval F) → False := by
    intro x y h P Q hP hQ
    have hd : x - y ≠ 0 := (sub_pos.mpr h).ne'
    -- measure the field in units of the inverse distance
    let s : Polynomial ℝ := Polynomial.C (x - y)⁻¹ * Polynomial.X
    have hlim := (Polynomial.tendsto_div_exp_atTop (Q.comp s)).const_mul
      (Real.exp (-(x ^ 2 - y ^ 2) / 2))
    rw [mul_zero] at hlim
    have hP0 : Tendsto (fun t => (P.comp s).eval t) atTop (𝓝 0) := by
      refine hlim.congr fun t => ?_
      have ht : (x - y) * ((x - y)⁻¹ * t) = t := mul_inv_cancel_left₀ hd t
      have e : state ((x - y)⁻¹ * t) x = Real.exp (-(x ^ 2 - y ^ 2) / 2)
          * state ((x - y)⁻¹ * t) y * Real.exp (-t) := by
        simp only [state]
        rw [← Real.exp_add, ← Real.exp_add]
        congr 1
        linear_combination (-1) * ht
      simp only [s, Polynomial.eval_comp, Polynomial.eval_mul, Polynomial.eval_C,
        Polynomial.eval_X]
      rw [← hP, ← hQ, e, div_eq_mul_inv, ← Real.exp_neg]
      ring
    have hz : P.comp s = 0 :=
      Polynomial.leadingCoeff_eq_zero.mp ((P.comp s).tendsto_nhds_iff.mp hP0).1
    have h0 : P.eval 0 = 0 := by
      have h1 := congrArg (Polynomial.eval 0) hz
      simpa [s, Polynomial.eval_comp] using h1
    exact mul_ne_zero (hc 0) (Real.exp_pos _).ne' ((hP 0).trans h0)
  rintro ⟨P, Q, h⟩
  rcases lt_or_gt_of_ne hxy with hlt | hgt
  · exact key y x hlt Q P (fun F => (h F).2) (fun F => (h F).1)
  · exact key x y hgt P Q (fun F => (h F).1) (fun F => (h F).2)

end

end NoPolynomialNormalisation
```

The compiler's answer:

```
Main.lean:36:41: error: Tactic `rewrite` failed: Did not find an occurrence of the pattern
  (Real.exp ?x)⁻¹
in the target expression
  Real.exp (-(x ^ 2 - y ^ 2) * 2⁻¹) * (c ((x - y)⁻¹ * t) * state ((x - y)⁻¹ * t) y / Real.exp t) =
    c ((x - y)⁻¹ * t) * (Real.exp (-(x ^ 2 - y ^ 2) * 2⁻¹) * state ((x - y)⁻¹ * t) y * Real.exp (-t))

c : ℝ → ℝ
hc : ∀ (F : ℝ), c F ≠ 0
x✝ y✝ : ℝ
hxy : x✝ ≠ y✝
x y : ℝ
h : y < x
P Q : Polynomial ℝ
hP : ∀ (F : ℝ), c F * state F x = Polynomial.eval F P
hQ : ∀ (F : ℝ), c F * state F y = Polynomial.eval F Q
hd : x - y ≠ 0
s : Polynomial ℝ := Polynomial.C (x - y)⁻¹ * Polynomial.X
hlim :
  Tendsto (fun x_1 => Real.exp (-(x ^ 2 - y ^ 2) / 2) * (Polynomial.eval x_1 (Q.comp s) / Real.exp x_1)) atTop (𝓝 0)
t : ℝ
ht : (x - y) * ((x - y)⁻¹ * t) = t
e : state ((x - y)⁻¹ * t) x = Real.exp (-(x ^ 2 - y ^ 2) / 2) * state ((x - y)⁻¹ * t) y * Real.exp (-t)
⊢ Real.exp (-(x ^ 2 - y ^ 2) * 2⁻¹) * (c ((x - y)⁻¹ * t) * state ((x - y)⁻¹ * t) y / Real.exp t) =
    c ((x - y)⁻¹ * t) * (Real.exp (-(x ^ 2 - y ^ 2) * 2⁻¹) * state ((x - y)⁻¹ * t) y * Real.exp (-t))
```

The error is in the step that matches the two forms of the first polynomial. The rewrite `div_eq_mul_inv` was meant to turn the division by `Real.exp t` into multiplication by `(Real.exp t)⁻¹`, which `← Real.exp_neg` would then turn into `Real.exp (-t)`. But `rw` fixes its pattern at the first match it finds, and here that was the division by 2 inside the constant exponential. The printed goal shows the result: `* 2⁻¹` now stands in that exponent on both sides, while `/ Real.exp t` is untouched. With no inverse of an exponential in the goal, `← Real.exp_neg` has nothing to rewrite.

The repair drops `div_eq_mul_inv` and uses `Real.exp_neg t` from left to right, which turns `Real.exp (-t)` on the right-hand side into `(Real.exp t)⁻¹`. Both sides are then written in terms of `Real.exp t`, and `ring`, which treats division as multiplication by an inverse, closes the goal.

After these edits no error is left:

```diff
@@ -34,5 +34,5 @@
       simp only [s, Polynomial.eval_comp, Polynomial.eval_mul, Polynomial.eval_C,
         Polynomial.eval_X]
-      rw [← hP, ← hQ, e, div_eq_mul_inv, ← Real.exp_neg]
+      rw [← hP, ← hQ, e, Real.exp_neg t]
       ring
     have hz : P.comp s = 0 :=
```
